# The inequality sinh v < v cosh v for positive v

The declaration `sinh_lt_mul_cosh` states that sinh v < v cosh v for every real v > 0. It is a purely real-variable inequality, with no Hamiltonian or state in it. Divided by cosh v, it says tanh v < v, and tanh v is the population difference of a two-level system in thermal equilibrium whose level splitting is 2v in units of kT. The attempt shows that x cosh x − sinh x is strictly increasing on [0, ∞), because its derivative x sinh x is positive for x > 0, and then compares the values at v and at 0.

This version doesn't compile in Lean 4 with Mathlib:

```lean
import Mathlib

open Matrix

namespace KuboMoriBounds

noncomputable section

/-- For positive `v`, `sinh v` is smaller than `v cosh v`. -/
theorem sinh_lt_mul_cosh {v : ℝ} (hv : 0 < v) : Real.sinh v < v * Real.cosh v := by
  have hm : StrictMonoOn (fun x : ℝ => x * Real.cosh x - Real.sinh x) (Set.Ici 0) := by
    apply strictMonoOn_of_deriv_pos (convex_Ici 0)
      ((continuous_id.mul Real.continuous_cosh).sub Real.continuous_sinh).continuousOn
    intro x hx
    rw [interior_Ici] at hx
    have hd : HasDerivAt (fun x : ℝ => x * Real.cosh x - Real.sinh x) (x * Real.sinh x) x :=
      (((hasDerivAt_id' x).fun_mul (Real.hasDerivAt_cosh x)).fun_sub
        (Real.hasDerivAt_sinh x)).congr_deriv (by ring)
    rw [hd.deriv]
    exact mul_pos hx (Real.sinh_pos_iff.2 hx)
  have h : 0 * Real.cosh 0 - Real.sinh 0 < v * Real.cosh v - Real.sinh v :=
    hm (Set.mem_Ici.2 le_rfl) (Set.mem_Ici.2 hv.le) hv
  rw [Real.sinh_zero] at h
  linarith

end

end KuboMoriBounds
```

Compiling this gives:

```
Main.lean:19:8: error: Tactic `rewrite` failed: Did not find an occurrence of the pattern
  deriv (fun x => x * Real.cosh x - Real.sinh x) x
in the target expression
  0 < deriv (id * Real.cosh - Real.sinh) x

v : ℝ
hv : 0 < v
x : ℝ
hx : x ∈ Set.Ioi 0
hd : HasDerivAt (fun x => x * Real.cosh x - Real.sinh x) (x * Real.sinh x) x
⊢ 0 < deriv (id * Real.cosh - Real.sinh) x
```

Fix (accepted with no message):

```diff
@@ -9,7 +9,8 @@
 /-- For positive `v`, `sinh v` is smaller than `v cosh v`. -/
 theorem sinh_lt_mul_cosh {v : ℝ} (hv : 0 < v) : Real.sinh v < v * Real.cosh v := by
+  have hc : ContinuousOn (fun x : ℝ => x * Real.cosh x - Real.sinh x) (Set.Ici 0) :=
+    ((continuous_id.mul Real.continuous_cosh).sub Real.continuous_sinh).continuousOn
   have hm : StrictMonoOn (fun x : ℝ => x * Real.cosh x - Real.sinh x) (Set.Ici 0) := by
-    apply strictMonoOn_of_deriv_pos (convex_Ici 0)
-      ((continuous_id.mul Real.continuous_cosh).sub Real.continuous_sinh).continuousOn
+    apply strictMonoOn_of_deriv_pos (convex_Ici 0) hc
     intro x hx
     rw [interior_Ici] at hx
```

Cause. The single error is at `rw [hd.deriv]`. The rewrite looks for the derivative of `fun x => x * Real.cosh x - Real.sinh x`, but the goal contains the derivative of `id * Real.cosh - Real.sinh`. These are the same function by definition, but they are written differently, and `rw` does not unfold the pointwise operations and `id` to match them.

The second form came from the continuity proof given inline to `strictMonoOn_of_deriv_pos`. That proof, built from `continuous_id.mul` and `.sub`, fixed the lemma's function as a combination of functions. `apply` accepted this as equal by definition to the function in the goal, but left the derivative condition in the combined form.

The repair states the continuity first, as `hc`, with the explicit `fun x` form in its type. The same proof term is accepted for it, again by definitional equality. Passing `hc` to the lemma then gives a derivative goal in the form that `hd.deriv` rewrites.
